# Total energy from Kohn–Sham eigenvalues with a nonlinear core correction on a finite grid

A pseudopotential calculation solves only for the valence electrons. Exchange and correlation are nonlinear in the density, however, which matters where core and valence overlap. The nonlinear core correction therefore evaluates them at the valence density plus a frozen core density. When the total energy is then assembled from the eigenvalues, the exchange-correlation potential already counted in them must be subtracted and the exchange-correlation energy added. Which density should weight the subtracted potential: valence, or valence plus core?

## Energy and Hamiltonian on the grid

Let $i$ label the points of a finite grid (`ι`) and $k$ a finite set of orbitals (`κ`).

In Lean 4 with Mathlib:

```lean
import Mathlib

open Matrix

namespace NonlinearCoreCorrection

noncomputable section

variable {ι κ : Type*} [Fintype ι] [DecidableEq ι] [Fintype κ]
```

Orbitals $u_k$ with real occupations $f_k$ give the valence density $n_i=\sum_k f_k|u_{k,i}|^2$.

```lean
/-- Valence density at a grid point, from orbitals `u` with occupations `f`. -/
def density (f : κ → ℝ) (u : κ → ι → ℂ) (i : ι) : ℝ :=
  ∑ k, f k * Complex.normSq (u k i)
```

With local ionic potential $v$, Hartree matrix $K$, core density $c$ and exchange-correlation potential $\mu$, the effective potential is
$$V_i=v_i+(Kn)_i+\mu(n_i+c_i).$$
The core enters only through $\mu$; its electrostatic effect belongs to $v$.

```lean
/-- Effective local potential: ionic part, Hartree part of the valence density `n`, and
exchange-correlation potential `μ` evaluated at valence plus core density. -/
def effPotential (v : ι → ℝ) (K : Matrix ι ι ℝ) (μ : ℝ → ℝ) (c n : ι → ℝ) (i : ι) : ℝ :=
  v i + (K *ᵥ n) i + μ (n i + c i)
```

The Hamiltonian is $H=T+\mathrm{diag}(V)$. Since $T$ is a general matrix, it can also hold a nonlocal pseudopotential.

```lean
/-- Kohn-Sham Hamiltonian with the nonlinear core correction. -/
def hamiltonian (T : Matrix ι ι ℂ) (v : ι → ℝ) (K : Matrix ι ι ℝ) (μ : ℝ → ℝ)
    (c n : ι → ℝ) : Matrix ι ι ℂ :=
  T + diagonal fun i => (effPotential v K μ c n i : ℂ)
```

The kinetic energy, together with any nonlocal pseudopotential energy held in $T$, is $\sum_k f_k\,\mathrm{Re}\langle u_k,Tu_k\rangle$; for Hermitian $T$ the real part is the whole expectation value.

```lean
/-- Kinetic energy of the occupied orbitals (real part of the expectation values of `T`). -/
def kinetic (T : Matrix ι ι ℂ) (f : κ → ℝ) (u : κ → ι → ℂ) : ℝ :=
  ∑ k, f k * (star (u k) ⬝ᵥ T *ᵥ u k).re
```

With $e$ the exchange-correlation energy per grid point, the total energy is
$$E=\sum_k f_k\,\mathrm{Re}\langle u_k,Tu_k\rangle+v\cdot n+\tfrac12\,n\cdot Kn+\sum_i e(n_i+c_i).$$
The grid is taken as uniform, so the same $e$ and $\mu$ serve at every point; sums carry no volume element because its constant value is absorbed into the quantities. The functional is local and spin-unpolarised. The ion–ion energy, a constant for fixed ions, is left out.

```lean
/-- Total energy, with the exchange-correlation energy `e` taken at valence plus core density. -/
def energy (T : Matrix ι ι ℂ) (v : ι → ℝ) (K : Matrix ι ι ℝ) (e : ℝ → ℝ) (c : ι → ℝ)
    (f : κ → ℝ) (u : κ → ι → ℂ) : ℝ :=
  kinetic T f u + v ⬝ᵥ density f u + (density f u ⬝ᵥ K *ᵥ density f u) / 2
    + ∑ i, e (density f u i + c i)
```

Self-consistency means $\langle u_k,u_k\rangle=1$ and $Hu_k=\varepsilon_ku_k$, with $H$ built from the orbitals' own density and $\varepsilon_k$ real. Orthogonality is not required, and the existence of a solution is assumed.

```lean
/-- The orbitals are normalized eigenvectors, with eigenvalues `ε`, of the Hamiltonian built
from their own density. -/
def IsKohnSham (T : Matrix ι ι ℂ) (v : ι → ℝ) (K : Matrix ι ι ℝ) (μ : ℝ → ℝ) (c : ι → ℝ)
    (f : κ → ℝ) (u : κ → ι → ℂ) (ε : κ → ℝ) : Prop :=
  ∀ k, star (u k) ⬝ᵥ u k = 1 ∧
    hamiltonian T v K μ c (density f u) *ᵥ u k = (ε k : ℂ) • u k
```

## Valence density as the weight

For any second set of vectors $w_k$, expanding $H$ and exchanging the orbital and grid sums gives
$$\sum_k f_k\,\mathrm{Re}\langle w_k,Hu_k\rangle=\sum_k f_k\,\mathrm{Re}\langle w_k,Tu_k\rangle+\sum_i V_i\sum_k f_k\,\mathrm{Re}(\bar w_{k,i}u_{k,i}).$$
In the proof, `h` splits each matrix element and `Finset.sum_comm` exchanges the sums.

```lean
/-- The occupation-weighted sum of the real parts of matrix elements of the Hamiltonian splits into
the same sum for `T` and the effective potential integrated against the real part of the transition
density. -/
theorem matrix_elements_split (T : Matrix ι ι ℂ) (v : ι → ℝ) (K : Matrix ι ι ℝ)
    (μ : ℝ → ℝ) (c n : ι → ℝ) (f : κ → ℝ) (w u : κ → ι → ℂ) :
    ∑ k, f k * (star (w k) ⬝ᵥ hamiltonian T v K μ c n *ᵥ u k).re =
      ∑ k, f k * (star (w k) ⬝ᵥ T *ᵥ u k).re
        + ∑ i, effPotential v K μ c n i * ∑ k, f k * (star (w k i) * u k i).re := by
  have h : ∀ k, (star (w k) ⬝ᵥ hamiltonian T v K μ c n *ᵥ u k).re =
      (star (w k) ⬝ᵥ T *ᵥ u k).re
        + ∑ i, effPotential v K μ c n i * (star (w k i) * u k i).re := by
    intro k
    rw [hamiltonian, add_mulVec, dotProduct_add, Complex.add_re]
    congr 1
    simp only [dotProduct, mulVec_diagonal, Complex.re_sum, Pi.star_apply]
    refine Finset.sum_congr rfl fun i _ => ?_
    rw [mul_left_comm, Complex.re_ofReal_mul]
  simp only [h, mul_add, Finset.sum_add_distrib, Finset.mul_sum]
  congr 1
  -- exchange the sums over orbitals and grid points
  rw [Finset.sum_comm]
  refine Finset.sum_congr rfl fun i _ => Finset.sum_congr rfl fun k _ => ?_
  ring
```

Set $w=u$. The eigenvalue equation and normalisation turn the left side into the band energy (`hl`), and the inner sum on the right becomes $n_i$ (`hr`):
$$\sum_k f_k\varepsilon_k=\sum_k f_k\,\mathrm{Re}\langle u_k,Tu_k\rangle+\sum_iV_in_i.$$

```lean
/-- For Kohn-Sham orbitals the band energy is the kinetic energy plus the effective potential
integrated against the valence density. -/
theorem band_energy {T : Matrix ι ι ℂ} {v : ι → ℝ} {K : Matrix ι ι ℝ} {μ : ℝ → ℝ}
    {c : ι → ℝ} {f : κ → ℝ} {u : κ → ι → ℂ} {ε : κ → ℝ}
    (h : IsKohnSham T v K μ c f u ε) :
    ∑ k, f k * ε k = kinetic T f u
      + ∑ i, effPotential v K μ c (density f u) i * density f u i := by
  have hs := matrix_elements_split T v K μ c (density f u) f u u
  have hl : ∀ k, (star (u k) ⬝ᵥ hamiltonian T v K μ c (density f u) *ᵥ u k).re = ε k := by
    intro k
    rw [(h k).2, dotProduct_smul, (h k).1, smul_eq_mul, mul_one, Complex.ofReal_re]
  have hr : ∀ i, ∑ k, f k * (star (u k i) * u k i).re = density f u i := by
    intro i
    refine Finset.sum_congr rfl fun k _ => ?_
    simp only [Complex.star_def, Complex.mul_re, Complex.conj_re, Complex.conj_im,
      Complex.normSq_apply]
    ring
  simp only [hl, hr] at hs
  exact hs
```

Here $\sum_iV_in_i=v\cdot n+n\cdot Kn+\sum_i\mu(n_i+c_i)n_i$, which is `hs`. Solving for the kinetic energy and inserting it into $E$ yields
$$E=\sum_k f_k\varepsilon_k-\tfrac12\,n\cdot Kn-\sum_i\mu(n_i+c_i)\,n_i+\sum_i e(n_i+c_i).$$
The weight is the valence density alone, because only valence orbitals contribute eigenvalues. This step needs neither $\mu=e'$, nor Hermitian $T$, nor symmetric $K$. In this spin-unpolarised local-density model, it gives the double-counting terms at self-consistency.

```lean
/-- Total energy from the band energy with a nonlinear core correction: for Kohn-Sham orbitals,
the potential `μ` at valence plus core density is subtracted with the valence density alone as
weight. The identity holds for any functions `e` and `μ`. -/
theorem total_energy_eq {T : Matrix ι ι ℂ} {v : ι → ℝ} {K : Matrix ι ι ℝ} {μ : ℝ → ℝ}
    {c : ι → ℝ} {f : κ → ℝ} {u : κ → ι → ℂ} {ε : κ → ℝ} (e : ℝ → ℝ)
    (h : IsKohnSham T v K μ c f u ε) :
    energy T v K e c f u = ∑ k, f k * ε k - (density f u ⬝ᵥ K *ᵥ density f u) / 2
      - ∑ i, μ (density f u i + c i) * density f u i + ∑ i, e (density f u i + c i) := by
  have hs : ∑ i, effPotential v K μ c (density f u) i * density f u i =
      v ⬝ᵥ density f u + density f u ⬝ᵥ K *ᵥ density f u
        + ∑ i, μ (density f u i + c i) * density f u i := by
    simp only [effPotential, dotProduct, ← Finset.sum_add_distrib]
    refine Finset.sum_congr rfl fun i _ => ?_
    ring
  rw [band_energy h, hs, energy]
  ring
```

## The Hamiltonian as the energy gradient

Those three conditions matter when $H$ is to follow from $E$. Vary the orbitals along $u+tw$ with $t$ real. Expanding the square gives
$$n_i(t)=n_i+t\,a_i+t^2\sum_kf_k|w_{k,i}|^2,\qquad a_i=2\sum_kf_k\,\mathrm{Re}(\bar w_{k,i}u_{k,i}).$$

```lean
omit [Fintype ι] [DecidableEq ι] in
/-- Along a straight variation of the orbitals the density is quadratic in the step `t`. -/
theorem density_line (f : κ → ℝ) (u w : κ → ι → ℂ) (t : ℝ) (i : ι) :
    density f (u + (t : ℂ) • w) i = density f u i
      + t * (2 * ∑ k, f k * (star (w k i) * u k i).re) + t ^ 2 * density f w i := by
  simp only [density, Finset.mul_sum, ← Finset.sum_add_distrib]
  refine Finset.sum_congr rfl fun k _ => ?_
  simp only [Pi.add_apply, Pi.smul_apply, smul_eq_mul, Complex.normSq_apply, Complex.add_re,
    Complex.add_im, Complex.mul_re, Complex.mul_im, Complex.ofReal_re, Complex.ofReal_im,
    Complex.star_def, Complex.conj_re, Complex.conj_im]
  ring
```

The kinetic energy is quadratic in the same way. Hermiticity gives $\mathrm{Re}\langle u_k,Tw_k\rangle=\mathrm{Re}\langle w_k,Tu_k\rangle$ (`herm`), so its linear coefficient is $2\sum_kf_k\,\mathrm{Re}\langle w_k,Tu_k\rangle$.

```lean
omit [DecidableEq ι] in
/-- For Hermitian `T` the kinetic energy along a straight variation is quadratic in `t`, with linear
coefficient twice the occupation-weighted sum of the real parts of the mixed matrix elements. -/
theorem kinetic_line {T : Matrix ι ι ℂ} (hT : T.IsHermitian) (f : κ → ℝ)
    (u w : κ → ι → ℂ) (t : ℝ) :
    kinetic T f (u + (t : ℂ) • w) = kinetic T f u
      + t * (2 * ∑ k, f k * (star (w k) ⬝ᵥ T *ᵥ u k).re) + t ^ 2 * kinetic T f w := by
  have herm : ∀ x y : ι → ℂ, (star x ⬝ᵥ T *ᵥ y).re = (star y ⬝ᵥ T *ᵥ x).re := by
    intro x y
    have h : star (star x ⬝ᵥ T *ᵥ y) = star y ⬝ᵥ T *ᵥ x := by
      simp only [dotProduct, mulVec, Finset.mul_sum, star_sum, Pi.star_apply, star_mul',
        star_star]
      rw [Finset.sum_comm]
      refine Finset.sum_congr rfl fun i _ => Finset.sum_congr rfl fun j _ => ?_
      rw [hT.apply i j]
      ring
    rw [← h]
    exact (Complex.conj_re _).symm
  simp only [kinetic, Finset.mul_sum, ← Finset.sum_add_distrib]
  refine Finset.sum_congr rfl fun k _ => ?_
  simp only [Pi.add_apply, Pi.smul_apply, star_add, star_smul, mulVec_add, mulVec_smul,
    add_dotProduct, dotProduct_add, smul_dotProduct, dotProduct_smul, smul_eq_mul,
    Complex.star_def, Complex.conj_ofReal, Complex.add_re, Complex.re_ofReal_mul]
  rw [herm (u k) (w k)]
  ring
```

Let $e$ have derivative $\mu$ at each total density $n_i+c_i$: the potential is then the one belonging to the energy functional. The chain rule gives
$$\frac{dE}{dt}\Big|_{0}=2\sum_kf_k\,\mathrm{Re}\langle w_k,Tu_k\rangle+v\cdot a+\tfrac12(a\cdot Kn+n\cdot Ka)+\sum_i\mu(n_i+c_i)a_i.$$
Symmetry of $K$ merges the Hartree terms into $a\cdot Kn$, so the potential terms sum to $\sum_iV_ia_i$. By the splitting above,
$$\frac{dE}{dt}\Big|_{0}=2\sum_kf_k\,\mathrm{Re}\langle w_k,Hu_k\rangle.$$
In the code, `quad` differentiates the quadratics, `hv`, `hH` and `hx` treat the potential terms, `sym` uses the symmetry, and `linear_combination` collects the result.

```lean
/-- For Hermitian `T`, symmetric `K` and `μ` the derivative of `e` at the total densities, the
Hamiltonian gives the first-order change of the energy under any orbital variation `w`. -/
theorem energy_gradient {T : Matrix ι ι ℂ} (hT : T.IsHermitian) (v : ι → ℝ)
    {K : Matrix ι ι ℝ} (hK : K.IsSymm) {e μ : ℝ → ℝ} (c : ι → ℝ) (f : κ → ℝ)
    (u w : κ → ι → ℂ)
    (he : ∀ i, HasDerivAt e (μ (density f u i + c i)) (density f u i + c i)) :
    HasDerivAt (fun t : ℝ => energy T v K e c f (u + (t : ℂ) • w))
      (2 * ∑ k, f k * (star (w k) ⬝ᵥ hamiltonian T v K μ c (density f u) *ᵥ u k).re) 0 := by
  have quad : ∀ A B C : ℝ, HasDerivAt (fun t : ℝ => A + t * B + t ^ 2 * C) B 0 := by
    intro A B C
    have h := (((hasDerivAt_id' (0 : ℝ)).mul_const B).const_add A).fun_add
      (((hasDerivAt_id' (0 : ℝ)).fun_pow 2).mul_const C)
    exact h.congr_deriv (by simp)
  -- `a` is the first-order density response
  obtain ⟨a, ha⟩ : ∃ a : ι → ℝ, a = fun i => 2 * ∑ k, f k * (star (w k i) * u k i).re :=
    ⟨_, rfl⟩
  have hn : ∀ i, HasDerivAt (fun t : ℝ => density f (u + (t : ℂ) • w) i) (a i) 0 := by
    intro i
    simp only [density_line, ha]
    exact quad _ _ _
  have hk : HasDerivAt (fun t : ℝ => kinetic T f (u + (t : ℂ) • w))
      (2 * ∑ k, f k * (star (w k) ⬝ᵥ T *ᵥ u k).re) 0 := by
    simp only [kinetic_line hT]
    exact quad _ _ _
  have h0 : density f (u + ((0 : ℝ) : ℂ) • w) = density f u := by simp
  have hv : HasDerivAt (fun t : ℝ => v ⬝ᵥ density f (u + (t : ℂ) • w))
      (∑ i, v i * a i) 0 := by
    simp only [dotProduct]
    exact HasDerivAt.fun_sum fun i _ => (hn i).const_mul (v i)
  have hKn : ∀ i, HasDerivAt (fun t : ℝ => (K *ᵥ density f (u + (t : ℂ) • w)) i)
      ((K *ᵥ a) i) 0 := by
    intro i
    simp only [mulVec, dotProduct]
    exact HasDerivAt.fun_sum fun j _ => (hn j).const_mul (K i j)
  have hH : HasDerivAt (fun t : ℝ => density f (u + (t : ℂ) • w) ⬝ᵥ
      K *ᵥ density f (u + (t : ℂ) • w))
      (∑ i, (a i * (K *ᵥ density f u) i + density f u i * (K *ᵥ a) i)) 0 := by
    have h := HasDerivAt.fun_sum
      (fun (i : ι) (_ : i ∈ (Finset.univ : Finset ι)) => (hn i).fun_mul (hKn i))
    simp only [h0] at h
    exact h
  have hx : HasDerivAt (fun t : ℝ => ∑ i, e (density f (u + (t : ℂ) • w) i + c i))
      (∑ i, μ (density f u i + c i) * a i) 0 := by
    refine HasDerivAt.fun_sum fun i _ => ?_
    have h1 : HasDerivAt e (μ (density f u i + c i))
        (density f (u + ((0 : ℝ) : ℂ) • w) i + c i) := by
      rw [h0]
      exact he i
    exact h1.comp (0 : ℝ) ((hn i).add_const (c i))
  refine (((hk.fun_add hv).fun_add (hH.div_const 2)).fun_add hx).congr_deriv ?_
  -- symmetry of `K` merges the two Hartree contributions
  have sym : density f u ⬝ᵥ K *ᵥ a = a ⬝ᵥ K *ᵥ density f u := by
    rw [dotProduct_mulVec, ← mulVec_transpose, hK.eq, dotProduct_comm]
  have hsum : ∑ i, (a i * (K *ᵥ density f u) i + density f u i * (K *ᵥ a) i) =
      a ⬝ᵥ K *ᵥ density f u + density f u ⬝ᵥ K *ᵥ a := Finset.sum_add_distrib
  have hs : ∑ i, effPotential v K μ c (density f u) i * a i =
      ∑ i, v i * a i + a ⬝ᵥ K *ᵥ density f u + ∑ i, μ (density f u i + c i) * a i := by
    simp only [effPotential, dotProduct, ← Finset.sum_add_distrib]
    refine Finset.sum_congr rfl fun i _ => ?_
    ring
  have hV : ∑ i, effPotential v K μ c (density f u) i * a i =
      2 * ∑ i, effPotential v K μ c (density f u) i *
        ∑ k, f k * (star (w k i) * u k i).re := by
    rw [Finset.mul_sum]
    refine Finset.sum_congr rfl fun i _ => ?_
    simp only [ha]
    ring
  rw [matrix_elements_split]
  linear_combination hsum / 2 + sym / 2 - hs + hV
```

For self-consistent orbitals the derivative is $2\sum_kf_k\varepsilon_k\,\mathrm{Re}\langle w_k,u_k\rangle$. It vanishes when every $\mathrm{Re}\langle w_k,u_k\rangle=0$, that is, when each norm is preserved to first order. The energy is then stationary, though not necessarily minimal.

```lean
/-- With Hermitian `T`, symmetric `K` and `μ` the derivative of `e` at the total densities,
Kohn-Sham orbitals make the energy stationary under variations that preserve each norm to
first order. -/
theorem energy_stationary {T : Matrix ι ι ℂ} (hT : T.IsHermitian) {v : ι → ℝ}
    {K : Matrix ι ι ℝ} (hK : K.IsSymm) {e μ : ℝ → ℝ} {c : ι → ℝ} {f : κ → ℝ}
    {u : κ → ι → ℂ} {ε : κ → ℝ} (h : IsKohnSham T v K μ c f u ε)
    (he : ∀ i, HasDerivAt e (μ (density f u i + c i)) (density f u i + c i))
    (w : κ → ι → ℂ) (hw : ∀ k, (star (w k) ⬝ᵥ u k).re = 0) :
    HasDerivAt (fun t : ℝ => energy T v K e c f (u + (t : ℂ) • w)) 0 0 := by
  refine (energy_gradient hT v hK c f u w he).congr_deriv ?_
  rw [Finset.sum_eq_zero, mul_zero]
  intro k _
  rw [(h k).2, dotProduct_smul, smul_eq_mul, Complex.re_ofReal_mul, hw k, mul_zero, mul_zero]
```

## Slater exchange and a dimer

Take $e(\rho)=-C\rho^{4/3}$ and $\mu(\rho)=-\tfrac43C\rho^{1/3}$, where $C$ sets the exchange strength and includes the factor left by the absorbed volume element. With $\rho_i=n_i+c_i$ and $\rho_i^{4/3}=\rho_i^{1/3}\rho_i$ (`hp`), the last two terms of the energy formula become
$$C\sum_i\rho_i^{1/3}\left(\tfrac43n_i-n_i-c_i\right)=C\sum_i(n_i+c_i)^{1/3}\left(\tfrac13n_i-c_i\right).$$

```lean
/-- For Slater exchange, with energy density `-C ρ^(4/3)` and potential `-(4/3) C ρ^(1/3)`, the
exchange terms of the total energy of Kohn-Sham orbitals combine into a single sum. -/
theorem slater_total_energy {T : Matrix ι ι ℂ} {v : ι → ℝ} {K : Matrix ι ι ℝ} (C : ℝ)
    {c : ι → ℝ} {f : κ → ℝ} {u : κ → ι → ℂ} {ε : κ → ℝ}
    (h : IsKohnSham T v K (fun ρ => -(4 / 3) * C * ρ ^ (1 / 3 : ℝ)) c f u ε) :
    energy T v K (fun ρ => -C * ρ ^ (4 / 3 : ℝ)) c f u =
      ∑ k, f k * ε k - (density f u ⬝ᵥ K *ᵥ density f u) / 2
        + C * ∑ i, (density f u i + c i) ^ (1 / 3 : ℝ) * (density f u i / 3 - c i) := by
  have hp : ∀ x : ℝ, x ^ (4 / 3 : ℝ) = x ^ (1 / 3 : ℝ) * x := by
    intro x
    rcases eq_or_ne x 0 with rfl | hx
    · rw [mul_zero, Real.zero_rpow (by norm_num)]
    · rw [← Real.rpow_add_one hx]
      norm_num
  rw [total_energy_eq _ h, sub_add, sub_eq_add_neg _ (_ - _), neg_sub]
  congr 1
  rw [← Finset.sum_sub_distrib, Finset.mul_sum]
  refine Finset.sum_congr rfl fun i _ => ?_
  simp only [hp]
  ring
```

A two-site model gives an explicit self-consistent solution. Let $v=0$, the hopping be $-1$, the on-site and intersite repulsions be $U$ and $W$, and the core density be $c_0$ on both sites. The doubly occupied orbital has both components equal to $(1+\mathrm i)/2$, so its norm is one and $n_i=1$. Then $Tu=-u$ and the effective potential is uniform, giving
$$\varepsilon=-1+U+W+\mu(1+c_0).$$
The proof computes the density first, then checks the matrix symmetries, the norm and the eigenvalue equation by components.

```lean
/-- A doubly occupied dimer orbital with hopping `-1`, on-site and intersite repulsions `U` and `W`,
zero ionic potential and uniform core density `c₀` satisfies the Kohn-Sham conditions for every `μ`;
the hopping matrix is Hermitian and the repulsion matrix symmetric. -/
theorem dimer_witness (U W c₀ : ℝ) (μ : ℝ → ℝ) :
    (!![0, -1; -1, 0] : Matrix (Fin 2) (Fin 2) ℂ).IsHermitian ∧
    (!![U, W; W, U] : Matrix (Fin 2) (Fin 2) ℝ).IsSymm ∧
    IsKohnSham (κ := Fin 1) !![0, -1; -1, 0] 0 !![U, W; W, U] μ (fun _ => c₀)
      (fun _ => 2) (fun _ _ => ⟨1 / 2, 1 / 2⟩) (fun _ => -1 + U + W + μ (1 + c₀)) := by
  have hn : density (fun _ : Fin 1 => (2 : ℝ))
      (fun _ (_ : Fin 2) => (⟨1 / 2, 1 / 2⟩ : ℂ)) = fun _ => 1 := by
    ext i
    norm_num [density, Complex.normSq_mk]
  refine ⟨?_, ?_, fun k => ⟨?_, ?_⟩⟩
  · ext i j
    fin_cases i <;> fin_cases j <;> simp
  · ext i j
    fin_cases i <;> fin_cases j <;> simp
  · simp only [dotProduct, Fin.sum_univ_two, Pi.star_apply]
    apply Complex.ext <;> norm_num
  · rw [hn, hamiltonian, add_mulVec]
    ext i
    rw [Pi.add_apply, mulVec_diagonal]
    fin_cases i <;> apply Complex.ext <;>
      simp [effPotential, mulVec, dotProduct, Fin.sum_univ_two] <;> ring

end

end NonlinearCoreCorrection
```

```lean
#print axioms NonlinearCoreCorrection.total_energy_eq
#print axioms NonlinearCoreCorrection.energy_stationary
#print axioms NonlinearCoreCorrection.slater_total_energy
```

```
'NonlinearCoreCorrection.total_energy_eq' depends on axioms: [propext, Classical.choice, Quot.sound]
'NonlinearCoreCorrection.energy_stationary' depends on axioms: [propext, Classical.choice, Quot.sound]
'NonlinearCoreCorrection.slater_total_energy' depends on axioms: [propext, Classical.choice, Quot.sound]
```
